# The trace of the exchange matrix of two Kramers doublets changes under a local SU(2) rotation

Two Kramers doublets are coupled by the Hamiltonian `c + ∑ J_ab σ_a ⊗ σ_b`, with the Pauli matrices `σ_a`, a real shift `c` and a real 3 × 3 exchange matrix `J`. The theorem `trace_not_invariant` states that diag(i, −i) lies in SU(2), and that conjugating with it on the first doublet alone turns `J = 1` into `J = diag(-1, -1, 1)` with the same `c`. It also states that these two matrices have different traces, which are 3 and −1. The proof gets the new `J` from the general transformation law `exchange_conj`, and leaves the comparison of traces to `norm_num`.

As first written in Lean, the proof fails:

```lean
import Mathlib

open Matrix Complex
open scoped Kronecker

namespace TraceNotInvariant

noncomputable section

/-- Operators on the four-dimensional space of two Kramers doublets. -/
abbrev TwoDoublets := Matrix (Fin 2 × Fin 2) (Fin 2 × Fin 2) ℂ

/-- The Pauli matrices, numbered 0, 1, 2 for x, y, z. -/
def pauli : Fin 3 → Matrix (Fin 2) (Fin 2) ℂ :=
  ![!![0, 1; 1, 0], !![0, -I; I, 0], !![1, 0; 0, -1]]

/-- The Hamiltonian `c + ∑ J_ab σ_a ⊗ σ_b` with real shift `c` and exchange matrix `J`. -/
def exchange (c : ℝ) (J : Matrix (Fin 3) (Fin 3) ℝ) : TwoDoublets :=
  (c : ℂ) • 1 + ∑ a, ∑ b, (J a b : ℂ) • (pauli a ⊗ₖ pauli b)

/-- The Euler–Rodrigues matrix of `U = w + i(x σx + y σy + z σz)`, with the real numbers
`w, x, y, z` read from the first row of `U`. -/
def rotation (U : Matrix (Fin 2) (Fin 2) ℂ) : Matrix (Fin 3) (Fin 3) ℝ :=
  let w := (U 0 0).re
  let x := (U 0 1).im
  let y := (U 0 1).re
  let z := (U 0 0).im
  !![w^2 + x^2 - y^2 - z^2, 2 * (x*y + w*z), 2 * (x*z - w*y);
     2 * (x*y - w*z), w^2 - x^2 + y^2 - z^2, 2 * (y*z + w*x);
     2 * (x*z + w*y), 2 * (y*z - w*x), w^2 - x^2 - y^2 + z^2]

/-- An SU(2) matrix `U` rotates the Pauli vector, `U σ_b U† = ∑ R_ab σ_a`, and its matrix `R`
lies in SO(3). -/
theorem rotation_spec {U : Matrix (Fin 2) (Fin 2) ℂ} (hU : U ∈ specialUnitaryGroup (Fin 2) ℂ) :
    (∀ b, U * pauli b * Uᴴ = ∑ a, (rotation U a b : ℂ) • pauli a) ∧
      rotation U * (rotation U)ᵀ = 1 ∧ (rotation U).det = 1 := by
  obtain ⟨hu, hd⟩ := mem_specialUnitaryGroup_iff.mp hU
  have hs : U * Uᴴ = 1 := mem_unitaryGroup_iff.mp hu
  -- the inverse is both the adjoint and the adjugate, so the first row fixes the second
  have ha : U.adjugate = Uᴴ := by
    calc U.adjugate = U.adjugate * (U * Uᴴ) := by rw [hs, mul_one]
      _ = Uᴴ := by rw [← mul_assoc, adjugate_mul, hd, one_smul, one_mul]
  rw [adjugate_fin_two] at ha
  have h0 : U 1 1 = star (U 0 0) := by simpa using congrFun (congrFun ha 0) 0
  have h1 : -U 0 1 = star (U 1 0) := by simpa using congrFun (congrFun ha 0) 1
  have h2 : U 1 0 = -star (U 0 1) := by rw [← star_neg, h1, star_star]
  have n : normSq (U 0 0) + normSq (U 0 1) = 1 := by
    rw [det_fin_two, h0, h2] at hd
    have e := congrArg Complex.re hd
    simp at e
    rw [normSq_apply, normSq_apply]
    nlinarith [e]
  refine ⟨fun b => ?_, ?_, ?_⟩
  · ext i j
    simp only [mul_apply, Fin.sum_univ_two, Fin.sum_univ_three, conjTranspose_apply,
      Matrix.add_apply, Matrix.smul_apply]
    fin_cases b <;> fin_cases i <;> fin_cases j <;> apply Complex.ext <;>
      simp [rotation, pauli, h0, h2, -Complex.ofReal_pow] <;> ring
  · have h : rotation U * (rotation U)ᵀ =
        (normSq (U 0 0) + normSq (U 0 1))^2 • (1 : Matrix (Fin 3) (Fin 3) ℝ) := by
      ext i j
      fin_cases i <;> fin_cases j <;>
        simp [rotation, mul_apply, Fin.sum_univ_three, normSq_apply] <;> ring
    rw [h, n, one_pow, one_smul]
  · have h : (rotation U).det = (normSq (U 0 0) + normSq (U 0 1))^3 := by
      simp [rotation, det_fin_three, normSq_apply]
      ring
    rw [h, n, one_pow]

/-- Local SU(2) frame changes `U₁`, `U₂` send `J` to `R₁ J R₂ᵀ` and leave `c` alone. -/
theorem exchange_conj {U₁ U₂ : Matrix (Fin 2) (Fin 2) ℂ}
    (h₁ : U₁ ∈ specialUnitaryGroup (Fin 2) ℂ) (h₂ : U₂ ∈ specialUnitaryGroup (Fin 2) ℂ)
    (c : ℝ) (J : Matrix (Fin 3) (Fin 3) ℝ) :
    (U₁ ⊗ₖ U₂) * exchange c J * (U₁ ⊗ₖ U₂)ᴴ =
      exchange c (rotation U₁ * J * (rotation U₂)ᵀ) := by
  have u₁ : U₁ * U₁ᴴ = 1 := mem_unitaryGroup_iff.mp (mem_specialUnitaryGroup_iff.mp h₁).1
  have u₂ : U₂ * U₂ᴴ = 1 := mem_unitaryGroup_iff.mp (mem_specialUnitaryGroup_iff.mp h₂).1
  simp only [exchange, conjTranspose_kronecker, Matrix.mul_add, Matrix.add_mul,
    Finset.mul_sum, Finset.sum_mul, Matrix.mul_smul, Matrix.smul_mul, Matrix.mul_one,
    ← mul_kronecker_mul, u₁, u₂, one_kronecker_one, (rotation_spec h₁).1, (rotation_spec h₂).1]
  congr 1
  -- compare the coefficients of the products of Pauli matrices
  ext ⟨i, k⟩ ⟨j, l⟩
  simp only [Matrix.add_apply, Matrix.smul_apply, kroneckerMap_apply, smul_eq_mul,
    Fin.sum_univ_three, mul_apply, transpose_apply, Complex.ofReal_add, Complex.ofReal_mul]
  ring

local notation "halfTurn" => (!![I, 0; 0, -I] : Matrix (Fin 2) (Fin 2) ℂ)

/-- The trace of `J` is not invariant: the SU(2) matrix `diag(i, -i)` acting on the first doublet
alone turns `J = 1` into `J = diag(-1, -1, 1)`, which has a different trace. -/
theorem trace_not_invariant (c : ℝ) :
    halfTurn ∈ specialUnitaryGroup (Fin 2) ℂ ∧
      (halfTurn ⊗ₖ (1 : Matrix (Fin 2) (Fin 2) ℂ)) * exchange c 1 *
        (halfTurn ⊗ₖ (1 : Matrix (Fin 2) (Fin 2) ℂ))ᴴ = exchange c (diagonal ![-1, -1, 1]) ∧
      (diagonal ![-1, -1, 1] : Matrix (Fin 3) (Fin 3) ℝ).trace ≠
        (1 : Matrix (Fin 3) (Fin 3) ℝ).trace := by
  have hU : halfTurn ∈ specialUnitaryGroup (Fin 2) ℂ := by
    rw [mem_specialUnitaryGroup_iff, mem_unitaryGroup_iff]
    constructor
    · ext i j
      fin_cases i <;> fin_cases j <;> simp [mul_apply, Fin.sum_univ_two, Matrix.star_apply]
    · simp [det_fin_two]
  have r₁ : rotation halfTurn = diagonal ![-1, -1, 1] := by
    ext a b
    fin_cases a <;> fin_cases b <;> simp [rotation, diagonal_apply]
  have r₂ : rotation 1 = 1 := by
    ext a b
    fin_cases a <;> fin_cases b <;> simp [rotation]
  refine ⟨hU, ?_, ?_⟩
  · rw [exchange_conj hU (one_mem _), r₁, r₂, transpose_one, mul_one, mul_one]
  · norm_num [Matrix.trace, Fin.sum_univ_three]

end

end TraceNotInvariant
```

The error:

```
Main.lean:112:2: error: unsolved goals
case refine_2
c : ℝ
hU : !![I, 0; 0, -I] ∈ specialUnitaryGroup (Fin 2) ℂ
r₁ : rotation !![I, 0; 0, -I] = diagonal ![-1, -1, 1]
r₂ : rotation 1 = 1
⊢ ¬-2 + ![-1, -1, 1] 2 = 3
Main.lean:106:52: warning: This simp argument is unused:
  diagonal_apply

Hint: Omit it from the simp argument list.
  [apply] simp [rotation]

Note: This linter can be disabled with `set_option linter.unusedSimpArgs false`
```

The repair, with which the file compiles:

```diff
@@ -104,5 +104,5 @@
   have r₁ : rotation halfTurn = diagonal ![-1, -1, 1] := by
     ext a b
-    fin_cases a <;> fin_cases b <;> simp [rotation, diagonal_apply]
+    fin_cases a <;> fin_cases b <;> simp [rotation]
   have r₂ : rotation 1 = 1 := by
     ext a b
@@ -110,5 +110,7 @@
   refine ⟨hU, ?_, ?_⟩
   · rw [exchange_conj hU (one_mem _), r₁, r₂, transpose_one, mul_one, mul_one]
-  · norm_num [Matrix.trace, Fin.sum_univ_three]
+  · rw [trace_diagonal, trace_one, Fin.sum_univ_three, Fintype.card_fin]
+    change (-1 + -1 + 1 : ℝ) ≠ _
+    norm_num
 
 end
```

Cause. The error is in the last part, the inequality of the traces. `norm_num` reduced the traces to a sum of three entries on the left and 3 on the right, and added the first two entries to −2. But it left the third entry as `![-1, -1, 1] 2`, so it could not finish the arithmetic. Entries 0 and 1 of such a vector are read off by ordinary simp lemmas, `cons_val_zero` and `cons_val_one`. For entry 2, `simp` relies on a simplification procedure (simproc), `Matrix.cons_val`, and `norm_num` doesn't run simprocs.

The repair no longer relies on `norm_num` to read the entries. The `rw` turns the trace of the diagonal matrix into the sum of its three entries, and the trace of the identity into the dimension 3. Then `change` restates the left side as `-1 + -1 + 1`, which Lean accepts because the entries of the vector are these numbers by definition. Only arithmetic is left for `norm_num`, namely that −1 is not 3.

Removing `diagonal_apply` in the proof of `r₁` is mere tidying, since the warning says that `simp` didn't use it.
